# In a two-surface Rashba slab model, every level is degenerate exactly when \(u\,a\,|\mathbf k|=0\)

When a potential difference between the two surfaces of a slab splits its Rashba bands, must every level split, or is it enough that some level does? With equivalent surfaces I find only doubly degenerate bands, although each surface has its own Rashba coupling. Away from \(\mathbf k=0\), a potential difference lifts this, but if I switch off the tunnelling between the surfaces, I can tune the potential so that two levels still meet at zero energy. Has the splitting failed there?

## One nondegenerate level is enough

No. "Split" should mean that not every level is degenerate, where degeneracy is the multiplicity of an energy as a root of the secular equation. A crossing at zero then does no harm.

Let \(\mathbf k=(k_x,k_y)\) be the in-plane wave vector and \(R=k_y\sigma_x-k_x\sigma_y\). The surfaces have Rashba couplings \(\pm a\) and potentials \(\pm u\), so the potential difference is \(2u\). Spin-conserving tunnelling \(t\) connects them. Energies are measured from the kinetic energy at \(\mathbf k\), which is taken to be the same on both surfaces and so shifts all four levels equally:

\[
H=\begin{pmatrix}aR+u&t\\t&-aR-u\end{pmatrix}.
\]

Since \(\sigma_x\) and \(\sigma_y\) anticommute and square to one, \(R^2=|\mathbf k|^2\). As \(R\) is Hermitian and traceless, it has orthonormal eigenspinors \(\chi_s\) with \(R\chi_s=s|\mathbf k|\chi_s\), \(s=\pm1\). On the states \((\chi_s,0)\) and \((0,\chi_s)\), \(H\) acts as

\[
\begin{pmatrix}d_s&t\\t&-d_s\end{pmatrix},\qquad d_s=u+s\,a|\mathbf k|,
\]

which has trace zero and determinant \(-(t^2+d_s^2)\). The four levels are therefore \(\pm E_s\) with \(E_s=\sqrt{t^2+(u+s\,a|\mathbf k|)^2}\), and

\[
E_+^2-E_-^2=4\,u\,a|\mathbf k|.
\]

If this difference is zero, then \(E_+=E_-\), because both are nonnegative, and every level occurs at least twice. If it is not zero, the larger of \(E_+\) and \(E_-\) is positive and differs from the other three levels, so it is simple.

In your case, \(t=0\) and \(u=a|\mathbf k|\neq0\), the levels are \(2|u|,0,0,-2|u|\): zero is double, but the outer levels are simple. At \(\mathbf k=0\) the levels \(\pm\sqrt{t^2+u^2}\) are degenerate for any \(u\). If \(t\), \(u\) and \(a|\mathbf k|\) all vanish, the four levels merge, hence "at least" twice.

## What the Lean statements say

In `slab`, the index type `Fin 2 ⊕ Fin 2` selects the surface by its left or right summand and the spin by `Fin 2`. All parameters are real; `kNorm` is \(|\mathbf k|\), and `level` with last argument `1` or `-1` is \(E_\pm\). That sign labels the eigenvalue of \(R\), not the spin along \(z\).

`slab_levels` gives the four levels with multiplicity. `degeneracy` counts a real energy among these roots; for a Hermitian matrix this is the number of independent eigenstates. In `all_levels_degenerate_iff`, the condition `degeneracy a t u kx ky E ≠ 0` says that \(E\) is a level.

`inversion_symmetric_iff` identifies the symmetric slab: exchanging the surfaces and reversing \(\mathbf k\), with spin unchanged, preserves the Hamiltonian exactly when \(u=0\). `symmetric_slab_levels` then lists \(\pm\sqrt{t^2+(a|\mathbf k|)^2}\) twice each.

The step left to physics is the reduction of a real film to one spin doublet per surface, with constant tunnelling and linear Rashba couplings that stay equal in size and opposite in sign when a potential difference is applied. Within this non-interacting four-state model, degenerate bands in a symmetric slab calculation do not show that the Rashba coupling of each surface is zero.

```lean
import Mathlib

open Matrix

namespace HiddenRashbaSlab

noncomputable section

/-- The Pauli matrix `σ_x`. -/
def pauliX : Matrix (Fin 2) (Fin 2) ℂ := !![0, 1; 1, 0]

/-- The Pauli matrix `σ_y`. -/
def pauliY : Matrix (Fin 2) (Fin 2) ℂ := !![0, -Complex.I; Complex.I, 0]

/-- The Rashba term `k_y σ_x - k_x σ_y` of a single surface. -/
def rashba (kx ky : ℝ) : Matrix (Fin 2) (Fin 2) ℂ :=
  (ky : ℂ) • pauliX - (kx : ℂ) • pauliY

/-- The slab Hamiltonian: two surfaces with opposite Rashba couplings `a` and `-a`,
opposite potentials `u` and `-u`, and spin-conserving tunnelling `t` between them. -/
def slab (a t u kx ky : ℝ) : Matrix (Fin 2 ⊕ Fin 2) (Fin 2 ⊕ Fin 2) ℂ :=
  fromBlocks ((a : ℂ) • rashba kx ky + (u : ℂ) • 1) ((t : ℂ) • 1)
    ((t : ℂ) • 1) (-((a : ℂ) • rashba kx ky) - (u : ℂ) • 1)

/-- The exchange of the two surfaces, which leaves the spin alone. -/
def layerSwap : Matrix (Fin 2 ⊕ Fin 2) (Fin 2 ⊕ Fin 2) ℂ := fromBlocks 0 1 1 0

/-- The length of the in-plane wave vector. -/
def kNorm (kx ky : ℝ) : ℝ := √(kx ^ 2 + ky ^ 2)

/-- The energy `√(t² + (u + s a |k|)²)` for the sign `s`. -/
def level (a t u kx ky s : ℝ) : ℝ := √(t ^ 2 + (u + s * a * kNorm kx ky) ^ 2)

/-- The degeneracy of the energy `E`: its multiplicity as a root of the characteristic
polynomial of the slab Hamiltonian. -/
def degeneracy (a t u kx ky E : ℝ) : ℕ :=
  (slab a t u kx ky).charpoly.roots.count (E : ℂ)

/-- The slab Hamiltonian is Hermitian. -/
theorem slab_isHermitian (a t u kx ky : ℝ) : (slab a t u kx ky).IsHermitian := by
  ext i j
  rcases i with i | i <;> rcases j with j | j <;> fin_cases i <;> fin_cases j <;>
    simp [slab, rashba, pauliX, pauliY, Matrix.conjTranspose_apply] <;>
    exact Or.inl (by ring)

/-- Exchanging the surfaces turns the Hamiltonian at `k` into the one at `-k` exactly when
the potential `u` vanishes. -/
theorem inversion_symmetric_iff (a t u kx ky : ℝ) :
    layerSwap * slab a t u kx ky * layerSwap = slab a t u (-kx) (-ky) ↔ u = 0 := by
  have hs : layerSwap * slab a t u kx ky * layerSwap =
      fromBlocks (-((a : ℂ) • rashba kx ky) - (u : ℂ) • 1) ((t : ℂ) • 1)
        ((t : ℂ) • 1) ((a : ℂ) • rashba kx ky + (u : ℂ) • 1) := by
    simp [layerSwap, slab, fromBlocks_multiply]
  have hr : rashba (-kx) (-ky) = -rashba kx ky := by
    simp only [rashba, Complex.ofReal_neg]
    module
  rw [hs, slab, hr, fromBlocks_inj]
  constructor
  · rintro ⟨h, -⟩
    -- the spin-diagonal entry compares `-u` with `u`
    have h0 : -(u : ℂ) = u := by
      simpa [rashba, pauliX, pauliY] using congrFun (congrFun h 0) 0
    have h1 : (u : ℂ) = 0 := by linear_combination (-1 / 2) * h0
    exact_mod_cast h1
  · rintro rfl
    simp

/-- The secular determinant of the slab factorises into one quadratic factor in `E` for each
sign `s = 1, -1`. -/
theorem secular_determinant (a t u kx ky : ℝ) (E : ℂ) :
    (Matrix.scalar (Fin 2 ⊕ Fin 2) E - slab a t u kx ky).det =
      (E ^ 2 - (level a t u kx ky 1 : ℂ) ^ 2) *
        (E ^ 2 - (level a t u kx ky (-1) : ℂ) ^ 2) := by
  have hdet : ∀ x y τ p q : ℂ,
      (!![x, -p, -τ, 0; -q, x, 0, -τ; -τ, 0, y, p; 0, -τ, q, y]).det =
        (x * y - p * q - τ ^ 2) ^ 2 - (x - y) ^ 2 * (p * q) := by
    intro x y τ p q
    simp [Matrix.det_succ_row_zero, Fin.sum_univ_succ, Fin.succAbove]
    ring
  have hk : (kNorm kx ky : ℂ) ^ 2 = (kx : ℂ) ^ 2 + (ky : ℂ) ^ 2 := by
    have h : kNorm kx ky ^ 2 = kx ^ 2 + ky ^ 2 := Real.sq_sqrt (by positivity)
    exact_mod_cast h
  have hl : ∀ s : ℝ, (level a t u kx ky s : ℂ) ^ 2 =
      (t : ℂ) ^ 2 + ((u : ℂ) + s * a * kNorm kx ky) ^ 2 := by
    intro s
    have h : level a t u kx ky s ^ 2 = t ^ 2 + (u + s * a * kNorm kx ky) ^ 2 :=
      Real.sq_sqrt (by positivity)
    exact_mod_cast h
  -- the Rashba term squares to `|k|²`
  have hpq : (a : ℂ) * (ky + kx * Complex.I) * (a * (ky - kx * Complex.I)) =
      (a * kNorm kx ky) ^ 2 := by
    linear_combination (-(a : ℂ) ^ 2) * hk - (a : ℂ) ^ 2 * (kx : ℂ) ^ 2 * Complex.I_sq
  -- write the block matrix as an ordinary four by four matrix
  let e : Fin 4 ≃ Fin 2 ⊕ Fin 2 :=
    Equiv.ofBijective ![Sum.inl 0, Sum.inl 1, Sum.inr 0, Sum.inr 1] (by decide)
  have hM : (Matrix.scalar (Fin 2 ⊕ Fin 2) E - slab a t u kx ky).submatrix e e =
      !![E - u, -(a * (ky + kx * Complex.I)), -t, 0;
         -(a * (ky - kx * Complex.I)), E - u, 0, -t;
         -t, 0, E + u, a * (ky + kx * Complex.I);
         0, -t, a * (ky - kx * Complex.I), E + u] := by
    ext i j
    fin_cases i <;> fin_cases j <;>
      simp [e, slab, rashba, pauliX, pauliY, Matrix.scalar_apply]
  rw [← Matrix.det_submatrix_equiv_self e, hM, hdet, hpq, hl, hl]
  push_cast
  ring

/-- The four levels of the slab, with multiplicity, are `±√(t² + (u + s a |k|)²)` for
`s = 1, -1`. -/
theorem slab_levels (a t u kx ky : ℝ) :
    (slab a t u kx ky).charpoly.roots =
      {((level a t u kx ky 1 : ℝ) : ℂ), ((-level a t u kx ky 1 : ℝ) : ℂ),
        ((level a t u kx ky (-1) : ℝ) : ℂ), ((-level a t u kx ky (-1) : ℝ) : ℂ)} := by
  have h : (slab a t u kx ky).charpoly =
      (Multiset.map (fun z : ℂ => Polynomial.X - Polynomial.C z)
        ({((level a t u kx ky 1 : ℝ) : ℂ), ((-level a t u kx ky 1 : ℝ) : ℂ),
          ((level a t u kx ky (-1) : ℝ) : ℂ),
          ((-level a t u kx ky (-1) : ℝ) : ℂ)} : Multiset ℂ)).prod := by
    apply Polynomial.funext
    intro E
    rw [Matrix.eval_charpoly, secular_determinant]
    simp only [Multiset.insert_eq_cons, Multiset.map_cons, Multiset.map_singleton,
      Multiset.prod_cons, Multiset.prod_singleton, Polynomial.eval_mul,
      Polynomial.eval_sub, Polynomial.eval_X, Polynomial.eval_C, Complex.ofReal_neg]
    ring
  rw [h, Polynomial.roots_multiset_prod_X_sub_C]

/-- The squares of the two level energies differ by `4 u a |k|`. -/
theorem level_sq_sub (a t u kx ky : ℝ) :
    level a t u kx ky 1 ^ 2 - level a t u kx ky (-1) ^ 2 = 4 * (u * a * kNorm kx ky) := by
  unfold level
  rw [Real.sq_sqrt (by positivity), Real.sq_sqrt (by positivity)]
  ring

/-- The degeneracy of `E` counts how many of the four level energies equal `E`. -/
theorem degeneracy_eq (a t u kx ky E : ℝ) :
    degeneracy a t u kx ky E =
      (if E = level a t u kx ky 1 then 1 else 0) +
      (if E = -level a t u kx ky 1 then 1 else 0) +
      (if E = level a t u kx ky (-1) then 1 else 0) +
      (if E = -level a t u kx ky (-1) then 1 else 0) := by
  unfold degeneracy
  rw [slab_levels]
  simp only [Multiset.insert_eq_cons, Multiset.count_cons, Multiset.count_singleton,
    Complex.ofReal_inj]
  split_ifs <;> rfl

/-- Every level of the slab is at least doubly degenerate exactly when `u a |k| = 0`. -/
theorem all_levels_degenerate_iff (a t u kx ky : ℝ) :
    (∀ E : ℝ, degeneracy a t u kx ky E ≠ 0 → 2 ≤ degeneracy a t u kx ky E) ↔
      u * a * kNorm kx ky = 0 := by
  have hdeg := degeneracy_eq a t u kx ky
  have hdiff := level_sq_sub a t u kx ky
  have hP : 0 ≤ level a t u kx ky 1 := Real.sqrt_nonneg _
  have hM : 0 ≤ level a t u kx ky (-1) := Real.sqrt_nonneg _
  obtain ⟨P, hPd⟩ : ∃ P, P = level a t u kx ky 1 := ⟨_, rfl⟩
  obtain ⟨M, hMd⟩ : ∃ M, M = level a t u kx ky (-1) := ⟨_, rfl⟩
  simp only [← hPd, ← hMd] at hdeg hdiff hP hM
  constructor
  · intro h
    by_contra hne
    have hPM : P ≠ M := fun q => hne (by rw [q] at hdiff; linarith)
    -- the larger of the two energies is positive and occurs only once
    rcases lt_or_gt_of_ne hPM with hlt | hlt
    · have h1 := hdeg M
      rw [if_neg (show ¬ M = P from fun q => hPM q.symm),
        if_neg (show ¬ M = -P by intro q; linarith), if_pos (rfl : M = M),
        if_neg (show ¬ M = -M by intro q; linarith)] at h1
      have h2 := h M (by omega)
      omega
    · have h1 := hdeg P
      rw [if_pos (rfl : P = P), if_neg (show ¬ P = -P by intro q; linarith),
        if_neg (show ¬ P = M from hPM),
        if_neg (show ¬ P = -M by intro q; linarith)] at h1
      have h2 := h P (by omega)
      omega
  · intro hz E hE
    -- without splitting the two energies coincide, so each value is counted twice
    have hPM : P = M := (sq_eq_sq₀ hP hM).mp (by rw [hz] at hdiff; linarith)
    have h1 := hdeg E
    rw [hPM] at h1
    split_ifs at h1 <;> omega

/-- For `u = 0` the four levels are `√(t² + (a |k|)²)` and its negative, each listed twice. -/
theorem symmetric_slab_levels (a t kx ky : ℝ) :
    (slab a t 0 kx ky).charpoly.roots =
      {((√(t ^ 2 + (a * kNorm kx ky) ^ 2) : ℝ) : ℂ),
        ((-√(t ^ 2 + (a * kNorm kx ky) ^ 2) : ℝ) : ℂ),
        ((√(t ^ 2 + (a * kNorm kx ky) ^ 2) : ℝ) : ℂ),
        ((-√(t ^ 2 + (a * kNorm kx ky) ^ 2) : ℝ) : ℂ)} := by
  have h1 : level a t 0 kx ky 1 = √(t ^ 2 + (a * kNorm kx ky) ^ 2) := by
    unfold level
    congr 1
    ring
  have h2 : level a t 0 kx ky (-1) = √(t ^ 2 + (a * kNorm kx ky) ^ 2) := by
    unfold level
    congr 1
    ring
  rw [slab_levels, h1, h2]

end

end HiddenRashbaSlab
```

```lean
#print axioms HiddenRashbaSlab.slab_isHermitian
#print axioms HiddenRashbaSlab.inversion_symmetric_iff
#print axioms HiddenRashbaSlab.all_levels_degenerate_iff
#print axioms HiddenRashbaSlab.symmetric_slab_levels
```

```
'HiddenRashbaSlab.slab_isHermitian' depends on axioms: [propext, Classical.choice, Quot.sound]
'HiddenRashbaSlab.inversion_symmetric_iff' depends on axioms: [propext, Classical.choice, Quot.sound]
'HiddenRashbaSlab.all_levels_degenerate_iff' depends on axioms: [propext, Classical.choice, Quot.sound]
'HiddenRashbaSlab.symmetric_slab_levels' depends on axioms: [propext, Classical.choice, Quot.sound]
```

## From the determinant to the degeneracy

`slab_isHermitian` checks the matrix entry by entry. `secular_determinant` replaces the eigenspinors by an explicit four-by-four determinant. There `hpq` supplies \(R^2=|\mathbf k|^2\) in components, and `hdet` leads to

\[
(E^2-t^2-u^2-a^2|\mathbf k|^2)^2-4u^2a^2|\mathbf k|^2,
\]

a difference of squares equal to \((E^2-E_+^2)(E^2-E_-^2)\).

`slab_levels` splits this into linear factors and reads off the roots, and `degeneracy_eq` turns the list into a sum of four zero-or-one terms. `level_sq_sub` is the formula \(E_+^2-E_-^2=4\,u\,a|\mathbf k|\).

The main theorem writes `P` and `M` for \(E_+\) and \(E_-\). If the product is nonzero, it separates the cases `P < M` and `M < P` and finds that the larger energy has count one, which contradicts universal degeneracy. If the product is zero, `sq_eq_sq₀` gives `P = M`, and the terms of the count pair up.
